# Logarithmic divergence of the Hartree-Fock band velocity at the Fermi point, for a logarithmic exchange kernel in one dimension

## Exchange in a one-dimensional metal

How exchange changes the velocity of electrons near the Fermi point of a one-dimensional metal depends on the kernel chosen for the Coulomb repulsion, and here that kernel is the pure logarithm \(\log|k-q|\). The wave number \(k\) labels the electron under study, and \(q\) runs over the occupied states \(-k_F<q<k_F\), where \(k_F>0\) is the Fermi wave number.

The logarithm comes from the long range of the Coulomb force. For electrons of charge \(e\) in a thin wire of width \(a\), the Fourier transform of the repulsion at small momentum transfer \(p\) is, in Gaussian units,
\[
V(p)\approx -2e^2\log(|p|a)+\text{const}.
\]
The exchange energy of a plane-wave state \(k\), summed over occupied states of the same spin, is then
\[
-\frac{1}{2\pi}\int_{-k_F}^{k_F}V(k-q)\,dq\approx \frac{e^2}{\pi}\int_{-k_F}^{k_F}\log|k-q|\,dq+\text{const}.
\]
The constant shifts the whole band and has no effect on velocities. This leaves
\[
S(k)=\int_{-k_F}^{k_F}\log|k-q|\,dq,\qquad E(k)=\varepsilon(k)+g\,S(k),
\]
where \(\varepsilon\) is the bare band, that is, the band without exchange, and \(g\) is the exchange strength. In the thin-wire estimate \(g=e^2/\pi\), which is positive because the minus sign of exchange cancels the minus sign in front of the logarithm in \(V(p)\). With \(\hbar=1\) the band velocity is \(E'(k)\).

Among the approximations that separate this model from a real wire or crystal, two concern the exchange term directly. Hartree-Fock leaves out correlation, and with it the screening of the repulsion that enters exchange. The model then replaces the Hartree-Fock exchange matrix elements by the pure logarithm at every momentum transfer. The estimate above supports this replacement for small transfers and plane waves; the theorems take it as given.

## What is claimed about the band

Let \(g>0\) and \(k_F>0\), and let the bare band be differentiable with a derivative that is continuous at \(k_F\). Then \(E'(k)\to+\infty\) as \(k\to k_F\) from either side. The condition on \(\varepsilon\) says that the bare velocity is well defined and does not jump at the Fermi point. Free electrons, \(\varepsilon(k)=k^2/2\) in units where the mass is one, satisfy it.

In Lean, `exchangeIntegral kF k` is \(S(k)\), written as an actual integral. In quantum chemistry an "exchange integral" usually means a two-electron integral for one pair of orbitals; here the name stands for the integral over all occupied states, without the factor \(g\). The function `bandEnergy ε g kF` is \(E\), and `deriv (bandEnergy ε g kF)` is the velocity. The occupied interval is an input, not the outcome of a self-consistent calculation, and the continuous integral over \(q\) describes an infinitely long system.

The theorems say the following.

- `exchangeIntegral_eq` gives a closed form of \(S\) at every \(k\). Lean's `Real.log x` equals \(\log|x|\) for \(x\neq0\) and is set to zero at \(x=0\), so the formula needs no absolute values and also holds at the Fermi points.
- `continuous_bandEnergy` says that a continuous bare band gives a continuous \(E\), so the energy itself has no jump or divergence.
- `hasDerivAt_exchangeIntegral` gives the slope of \(S\) away from \(\pm k_F\), and `hasDerivAt_exchangeIntegral_occupied` gives its form for \(|k|<k_F\). `hasDerivAt_bandEnergy` adds the bare velocity. A `HasDerivAt` statement contains the existence of the derivative as well as its value.
- `velocity_log_law` identifies the singular part of the velocity and the finite remainder, for \(g\) of any sign.
- `velocity_diverges` is the divergence stated above. The symbol `𝓝[≠] kF` means that \(k\) approaches \(k_F\) without being equal to it, and `atTop` means \(+\infty\).
- `exchange_slope_diverges` is the one-sided result for \(S\) alone, stated for the explicit slope \(\log\frac{k_F+k}{k_F-k}\) of the occupied states, with `𝓝[<] kF` for the approach from below.
- `inverse_velocity_vanishes` says that \(1/E'(k)\to0\) at \(k_F\).

The limits are stated at \(+k_F\). At \(-k_F\) the logarithm in the slope has the opposite sign.

## From the integral to the divergent velocity

Substitute the momentum transfer \(p=k-q\):
\[
S(k)=\int_{k-k_F}^{k+k_F}\log|p|\,dp .
\]
An antiderivative of \(\log|p|\) is \(p\log|p|-p\). It extends continuously to \(p=0\) with value zero, so it may be used across the integrable singularity there. Hence
\[
\begin{aligned}
S(k)&=(k+k_F)\log|k+k_F|-(k-k_F)\log|k-k_F|-2k_F\\
&=(k_F+k)\log|k_F+k|+(k_F-k)\log|k_F-k|-2k_F .
\end{aligned}
\]
Since \(x\log|x|\to0\) as \(x\to0\), \(S\) is continuous at the Fermi points, with the product read as zero at \(x=0\).

For \(k\neq\pm k_F\) the product rule gives
\[
\begin{aligned}
\frac{d}{dk}\big[(k_F+k)\log|k_F+k|\big]&=\log|k_F+k|+1,\\
\frac{d}{dk}\big[(k_F-k)\log|k_F-k|\big]&=-\log|k_F-k|-1 .
\end{aligned}
\]
The two constants cancel in the sum:
\[
S'(k)=\log\left|\frac{k_F+k}{k_F-k}\right| .
\]
For \(|k|<k_F\) both \(k_F+k\) and \(k_F-k\) are positive, so \(S'(k)=\log\frac{k_F+k}{k_F-k}\). As \(k\to k_F\) from below, the numerator tends to \(2k_F\) and the denominator to zero through positive values, so the slope tends to \(+\infty\).

For the full band, take \(k>0\) with \(k\neq k_F\) and separate the part that is singular at \(k_F\):
\[
E'(k)-g\log\frac{1}{|k_F-k|}=\varepsilon'(k)+g\log(k_F+k)\;\longrightarrow\;\varepsilon'(k_F)+g\log(2k_F)
\]
as \(k\to k_F\). The subtracted term tends to \(+\infty\) when \(g>0\), and the remainder converges, so \(E'(k)\to+\infty\) from both sides. Its inverse therefore tends to zero.

In one dimension the density of states is built from inverse velocities. Within this model of a filled interval with a logarithmic kernel, Hartree-Fock exchange thus suppresses the contribution of states close to the Fermi point.

## Numbers for free electrons with \(k_F=1\)

Take \(k_F=1\), \(g=1\) and \(\varepsilon(k)=k^2/2\). At \(k=0\) the closed form gives \(S(0)=-2\), and at the Fermi point \(S(1)=2\log2-2\approx-0.614\), a finite value. The slope of \(S\) grows slowly:

| \(k\) | \(S'(k)\) | value |
|---|---|---|
| 0.5 | \(\log 3\) | 1.099 |
| 0.9 | \(\log 19\) | 2.944 |
| 0.99 | \(\log 199\) | 5.293 |
| 0.999 | \(\log 1999\) | 7.600 |

Close to the Fermi point, each tenfold reduction of the distance adds about \(\log10\approx2.303\).

At \(k=0.99\) the velocity is \(0.99+5.293=6.283\). Subtracting \(\log(1/0.01)=4.605\) leaves \(1.678\), already near the limit \(1+\log2\approx1.693\). A slope \(S'=20\) would need \(1-k\approx4\times10^{-9}\), far closer to the Fermi point than a mesh of ordinary spacing in \(k\) reaches.

## The Lean file

```lean
import Mathlib

open Filter Topology

namespace PeriodicHartreeFock

noncomputable section

/-- The one-dimensional exchange integral: the logarithmic Coulomb kernel `log |k - q|`
integrated over the wave numbers `q` from `-kF` to `kF`. -/
def exchangeIntegral (kF k : ℝ) : ℝ := ∫ q in (-kF)..kF, Real.log |k - q|

/-- The Hartree-Fock band energy: a bare band `ε` plus the exchange integral
with strength `g`. -/
def bandEnergy (ε : ℝ → ℝ) (g kF k : ℝ) : ℝ := ε k + g * exchangeIntegral kF k

/-- Closed form of the exchange integral, valid at every wave number. -/
theorem exchangeIntegral_eq (kF k : ℝ) :
    exchangeIntegral kF k =
      (kF + k) * Real.log (kF + k) + (kF - k) * Real.log (kF - k) - 2 * kF := by
  have h1 : Real.log (k - kF) = Real.log (kF - k) := by
    rw [← Real.log_neg_eq_log, neg_sub]
  unfold exchangeIntegral
  simp only [Real.log_abs]
  -- shift the integration variable to the momentum transfer `k - q`
  rw [intervalIntegral.integral_comp_sub_left (fun x => Real.log x) k, integral_log,
    show k - -kF = kF + k by ring, h1]
  ring

/-- If the bare band is continuous, the Hartree-Fock band energy is continuous at every
wave number, the Fermi points included. -/
theorem continuous_bandEnergy {ε : ℝ → ℝ} (hε : Continuous ε) (g kF : ℝ) :
    Continuous (bandEnergy ε g kF) := by
  have hS : Continuous (exchangeIntegral kF) := by
    rw [funext (exchangeIntegral_eq kF)]
    -- `x log x` is continuous, also at zero
    have h1 : Continuous (fun k : ℝ => (kF + k) * Real.log (kF + k)) :=
      Real.continuous_mul_log.comp (continuous_const.add continuous_id)
    have h2 : Continuous (fun k : ℝ => (kF - k) * Real.log (kF - k)) :=
      Real.continuous_mul_log.comp (continuous_const.sub continuous_id)
    exact (h1.add h2).sub continuous_const
  exact hε.add (continuous_const.mul hS)

/-- Away from the two Fermi points the exchange integral has the slope
`log |(kF + k) / (kF - k)|`. -/
theorem hasDerivAt_exchangeIntegral {kF k : ℝ} (h₁ : k ≠ kF) (h₂ : k ≠ -kF) :
    HasDerivAt (exchangeIntegral kF) (Real.log |(kF + k) / (kF - k)|) k := by
  have ha : kF + k ≠ 0 := fun h => h₂ (by linarith)
  have hb : kF - k ≠ 0 := fun h => h₁ (by linarith)
  have d1 : HasDerivAt (fun x : ℝ => kF + x) 1 k := (hasDerivAt_id' k).const_add kF
  have d2 : HasDerivAt (fun x : ℝ => kF - x) (-1) k := (hasDerivAt_id' k).const_sub kF
  rw [funext (exchangeIntegral_eq kF)]
  have h := ((d1.fun_mul (d1.log ha)).fun_add (d2.fun_mul (d2.log hb))).sub_const (2 * kF)
  refine h.congr_deriv ?_
  rw [Real.log_abs, Real.log_div ha hb]
  -- the non-logarithmic contributions of the two Fermi points cancel
  have e1 : (kF + k) * (1 / (kF + k)) = 1 := mul_one_div_cancel ha
  have e2 : (kF - k) * (-1 / (kF - k)) = -1 := by field_simp
  linear_combination e1 + e2

/-- For an occupied state, `|k| < kF`, the slope of the exchange integral is
`log ((kF + k) / (kF - k))`. -/
theorem hasDerivAt_exchangeIntegral_occupied {kF k : ℝ} (hk : |k| < kF) :
    HasDerivAt (exchangeIntegral kF) (Real.log ((kF + k) / (kF - k))) k := by
  obtain ⟨h1, h2⟩ := abs_lt.mp hk
  have h := hasDerivAt_exchangeIntegral (ne_of_lt h2) (ne_of_gt h1)
  rwa [Real.log_abs] at h

/-- Where the bare band is differentiable and `k` is not a Fermi point, the band velocity is
the bare velocity plus `g log |(kF + k) / (kF - k)|`. -/
theorem hasDerivAt_bandEnergy {ε : ℝ → ℝ} {kF k : ℝ} (g : ℝ) (hε : DifferentiableAt ℝ ε k)
    (h₁ : k ≠ kF) (h₂ : k ≠ -kF) :
    HasDerivAt (bandEnergy ε g kF)
      (deriv ε k + g * Real.log |(kF + k) / (kF - k)|) k :=
  hε.hasDerivAt.fun_add ((hasDerivAt_exchangeIntegral h₁ h₂).const_mul g)

/-- Form of the singularity for `kF > 0` and a differentiable bare band whose velocity is
continuous at `kF`: the band velocity minus `g log (1 / |kF - k|)` tends to
`ε'(kF) + g log (2 kF)` as `k` tends to `kF`. -/
theorem velocity_log_law {ε : ℝ → ℝ} {kF : ℝ} (g : ℝ) (hkF : 0 < kF)
    (hε : Differentiable ℝ ε) (hd : ContinuousAt (deriv ε) kF) :
    Tendsto (fun k => deriv (bandEnergy ε g kF) k - g * Real.log (|kF - k|⁻¹))
      (𝓝[≠] kF) (𝓝 (deriv ε kF + g * Real.log (2 * kF))) := by
  have hlim : Tendsto (fun k => deriv ε k + g * Real.log (kF + k))
      (𝓝[≠] kF) (𝓝 (deriv ε kF + g * Real.log (2 * kF))) := by
    have hc : ContinuousAt (fun k : ℝ => Real.log (kF + k)) kF :=
      ContinuousAt.log (by fun_prop) (show kF + kF ≠ 0 by positivity)
    rw [two_mul]
    exact (hd.tendsto.add (hc.tendsto.const_mul g)).mono_left nhdsWithin_le_nhds
  -- near `kF` the subtraction removes exactly the singular logarithm
  refine hlim.congr' ?_
  filter_upwards [self_mem_nhdsWithin, nhdsWithin_le_nhds (eventually_gt_nhds hkF)]
    with k hk hpos
  have h1 : k ≠ kF := hk
  have h0 : 0 < k := hpos
  have h2 : k ≠ -kF := fun h => by linarith
  have ha : kF + k ≠ 0 := by positivity
  have hb : kF - k ≠ 0 := fun h => h1 (by linarith)
  rw [(hasDerivAt_bandEnergy g (hε k) h1 h2).deriv, Real.log_abs, Real.log_div ha hb,
    Real.log_inv, Real.log_abs]
  ring

/-- For `kF > 0`, exchange strength `g > 0` and a differentiable bare band whose velocity is
continuous at `kF`, the Hartree-Fock band velocity tends to `+∞` as `k` tends to `kF`
from either side. -/
theorem velocity_diverges {ε : ℝ → ℝ} {g kF : ℝ} (hg : 0 < g) (hkF : 0 < kF)
    (hε : Differentiable ℝ ε) (hd : ContinuousAt (deriv ε) kF) :
    Tendsto (deriv (bandEnergy ε g kF)) (𝓝[≠] kF) atTop := by
  -- the distance to the Fermi point tends to zero through positive values
  have hdist : Tendsto (fun k : ℝ => |kF - k|) (𝓝[≠] kF) (𝓝[>] 0) := by
    refine tendsto_nhdsWithin_iff.2 ⟨?_, ?_⟩
    · have hc : Continuous (fun k : ℝ => |kF - k|) := by fun_prop
      have h := hc.tendsto kF
      simp only [sub_self, abs_zero] at h
      exact h.mono_left nhdsWithin_le_nhds
    · filter_upwards [self_mem_nhdsWithin] with k hk
      have h1 : k ≠ kF := hk
      exact abs_pos.2 (sub_ne_zero.2 h1.symm)
  have hlog : Tendsto (fun k : ℝ => Real.log (|kF - k|⁻¹)) (𝓝[≠] kF) atTop :=
    Real.tendsto_log_atTop.comp (tendsto_inv_nhdsGT_zero.comp hdist)
  -- a convergent part plus a divergent logarithm
  refine ((velocity_log_law g hkF hε hd).add_atTop (hlog.const_mul_atTop hg)).congr ?_
  intro k
  ring

/-- For `kF > 0` the function `log ((kF + k) / (kF - k))`, which for `|k| < kF` is the slope of the
exchange integral, tends to `+∞` as `k` tends to `kF` from below. -/
theorem exchange_slope_diverges {kF : ℝ} (hkF : 0 < kF) :
    Tendsto (fun k => Real.log ((kF + k) / (kF - k))) (𝓝[<] kF) atTop := by
  have hS : bandEnergy (fun _ => 0) 1 kF = exchangeIntegral kF := by
    funext k
    simp [bandEnergy]
  have hd : ContinuousAt (deriv (fun _ : ℝ => (0 : ℝ))) kF := by
    simp only [deriv_const']
    exact continuousAt_const
  have h := velocity_diverges one_pos hkF (differentiable_const (0 : ℝ)) hd
  rw [hS] at h
  have hlt : Tendsto (deriv (exchangeIntegral kF)) (𝓝[<] kF) atTop :=
    h.mono_left (nhdsWithin_mono kF (fun x hx => ne_of_lt hx))
  refine hlt.congr' ?_
  filter_upwards [self_mem_nhdsWithin, nhdsWithin_le_nhds (eventually_gt_nhds hkF)]
    with k hk hpos
  have h1 : k < kF := hk
  have h0 : 0 < k := hpos
  exact (hasDerivAt_exchangeIntegral_occupied (abs_lt.2 ⟨by linarith, h1⟩)).deriv

/-- Under the same conditions as for the divergence of the velocity (`g > 0`, `kF > 0`, a
differentiable bare band with velocity continuous at `kF`), the inverse band velocity
tends to zero at `kF`. -/
theorem inverse_velocity_vanishes {ε : ℝ → ℝ} {g kF : ℝ} (hg : 0 < g) (hkF : 0 < kF)
    (hε : Differentiable ℝ ε) (hd : ContinuousAt (deriv ε) kF) :
    Tendsto (fun k => (deriv (bandEnergy ε g kF) k)⁻¹) (𝓝[≠] kF) (𝓝 0) :=
  tendsto_inv_atTop_zero.comp (velocity_diverges hg hkF hε hd)

end

end PeriodicHartreeFock
```

```lean
#print axioms PeriodicHartreeFock.continuous_bandEnergy
#print axioms PeriodicHartreeFock.velocity_diverges
#print axioms PeriodicHartreeFock.exchange_slope_diverges
#print axioms PeriodicHartreeFock.inverse_velocity_vanishes
```

```
'PeriodicHartreeFock.continuous_bandEnergy' depends on axioms: [propext, Classical.choice, Quot.sound]
'PeriodicHartreeFock.velocity_diverges' depends on axioms: [propext, Classical.choice, Quot.sound]
'PeriodicHartreeFock.exchange_slope_diverges' depends on axioms: [propext, Classical.choice, Quot.sound]
'PeriodicHartreeFock.inverse_velocity_vanishes' depends on axioms: [propext, Classical.choice, Quot.sound]
```

## Closed form, continuity and slope in Lean

In `exchangeIntegral_eq`, the lemma `intervalIntegral.integral_comp_sub_left` performs the substitution \(p=k-q\), and `integral_log` supplies the integral of the logarithm, including the case where the interval contains zero. The auxiliary equation `h1` says that \(\log|k-k_F|=\log|k_F-k|\), which brings the result into its symmetric form.

`continuous_bandEnergy` rewrites \(S\) by this closed form and applies `Real.continuous_mul_log`, the continuity of \(x\log x\) at every real \(x\), to each of the two products. The bare band is then added.

`hasDerivAt_exchangeIntegral` first turns the conditions \(k\neq\pm k_F\) into the nonvanishing of \(k_F+k\) and \(k_F-k\). The derivatives `d1` and `d2` of these two factors enter the product rule. The equations `e1` and `e2` evaluate the terms in which the logarithm was differentiated, \(+1\) and \(-1\), and `linear_combination` adds them to obtain the cancellation found above.

For an occupied state, `abs_lt` splits \(|k|<k_F\) into \(-k_F<k\) and \(k<k_F\), which exclude both Fermi points. `hasDerivAt_bandEnergy` is the sum rule applied to \(\varepsilon\) and \(gS\).

## Separating the logarithm from the finite remainder

The proof of `velocity_log_law` begins with the regular side of the identity. The statement `hlim` says that \(\varepsilon'(k)+g\log(k_F+k)\) has the required limit; it uses the continuity of the bare velocity at \(k_F\) and the fact that \(2k_F\neq0\). The step `hlim.congr'` then permits replacing this function by one that agrees with it close to \(k_F\). The `filter_upwards` step restricts attention to \(k>0\) with \(k\neq k_F\), where the slope formula applies, and the final `ring` confirms that subtracting \(g\log(1/|k_F-k|)\) removes the singular term.

In `velocity_diverges`, `hdist` states that \(|k_F-k|\) tends to zero through positive values. Taking the inverse and then the logarithm gives `hlog`, the divergence of the subtracted term. Multiplication by \(g>0\) preserves it, and `add_atTop` combines a convergent function with one that tends to \(+\infty\). The closing `ring` adds the subtracted logarithm back to recover the velocity.

`exchange_slope_diverges` is the special case \(\varepsilon=0\), \(g=1\), for which the band energy is \(S\) itself. The two-sided limit is restricted to \(k<k_F\), and the derivative is replaced by its explicit logarithm for \(0<k<k_F\). Finally, `inverse_velocity_vanishes` composes the divergence with the limit \(1/x\to0\) as \(x\to+\infty\).
